# A non-unitary two-level propagator: a product of two exponentials of traceless matrices that has no traceless generator

## Definitions and conventions

All matrices are complex and 2×2, written row by row, and 𝟙 is the identity. Rows and columns are numbered 0 and 1, as in the Lean code. Put

Z = [[1, 0], [0, −1]],  N = [[0, 1], [0, 0]].

Z is the population difference of the two levels. N is the matrix unit usually called E₁₂, which moves amplitude from the second basis state to the first and has no reverse process. For a complex number s, define the two-step propagator

U(s) = exp(iπZ) exp(−sN).

A generator of U(s) is any matrix X with exp(X) = U(s). It is traceless if its diagonal entries add to zero.

State vectors are columns, so the right-hand factor acts first in time. That factor, exp(−sN), is called the N-step below.

## The evolution behind the product

Consider the linear equation

dY/dt = A(t) Y,  Y(0) = 𝟙,

with A(t) = −sN for 0 ≤ t < 1 and A(t) = iπZ for 1 ≤ t ≤ 2. Its solution at t = 2 is U(s). With ħ = 1 and A = −iH, the Hamiltonian is −isN in the first interval and −πZ in the second. For s ≠ 0 the first of these is not Hermitian: it is an effective one-way coupling, and U(s) is not unitary.

The Magnus approach writes the propagator as a single exponential exp(Ω). The terms of the Magnus series are integrals of A(t) and of its nested commutators, so they are traceless whenever A(t) is, as it is here. One may then ask whether the full propagator has a traceless generator at all. The determinant doesn't settle this: det U(s) = 1 only requires the trace of a generator to be an integer multiple of 2πi.

## What is proved

For every complex s,

U(s) = [[−1, s], [0, −1]],

and U(s) has a traceless generator if and only if s = 0. For s ≠ 0 the generators are exactly

X = (2k+1)πi 𝟙 − sN,  k an integer.

In particular, exp(iπZ) exp(−N) = [[−1, 1], [0, −1]] is not the exponential of any traceless complex 2×2 matrix.

For simulation with Magnus integrators, this means that in this finite, non-Hermitian two-level model with s ≠ 0, no single exponential of a traceless matrix exactly equals the propagator over the whole interval, although a product of two such exponentials does.

## Evaluating the propagator

The exponential of a diagonal matrix is found by exponentiating its diagonal entries:

exp(iπZ) = [[exp(iπ), 0], [0, exp(−iπ)]] = −𝟙.

Since N² = 0, the series for the N-step stops after its linear term:

exp(−sN) = 𝟙 − sN.

Multiplying gives

U(s) = −(𝟙 − sN) = −𝟙 + sN = [[−1, s], [0, −1]].

## Finding every generator

Let s ≠ 0 and suppose exp(X) = U(s). A matrix commutes with its own exponential, so X commutes with −𝟙 + sN. The identity drops out of the commutator, leaving

s(XN − NX) = 0.

Write x₀₀, x₀₁, x₁₀, x₁₁ for the entries of X. Then

XN = [[0, x₀₀], [0, x₁₀]],

NX = [[x₁₀, x₁₁], [0, 0]].

Because s ≠ 0, these two products are equal. Hence x₁₀ = 0 and x₀₀ = x₁₁. With a = x₀₀ and b = x₀₁,

X = a𝟙 + bN.

The two terms commute, so the exponential factorises:

exp(X) = exp(a)(𝟙 + bN) = [[exp(a), exp(a) b], [0, exp(a)]].

Comparison with U(s) gives two equations:

exp(a) = −1,

exp(a) b = s.

The first says a = (2k+1)πi for some integer k, and the second then says b = −s. Conversely, each such pair satisfies both equations, so each such X is a generator.

The trace is

tr X = 2a = 2(2k+1)πi,

which is never zero, because 2k+1 is odd. If s = 0, the propagator is −𝟙, and iπZ is a traceless generator of it. The commutation condition is then empty, which is why the list of generators above requires s ≠ 0.

## The case s = 1 in numbers

Taking k = 0 gives the generator

X = [[πi, −1], [0, πi]],

whose exponential is −(𝟙 − N) = [[−1, 1], [0, −1]], as required. Its trace is 2πi ≈ 6.283i. The choice k = −1 gives trace −2πi, and all other choices give traces of larger modulus.

For comparison, take the traceless matrix obtained by adding the two exponents, which is the first Magnus term:

Ω₁ = iπZ − N = [[πi, −1], [0, −πi]].

Its square is −π²𝟙, so

exp(Ω₁) = cos(π) 𝟙 + (sin(π)/π) Ω₁ = −𝟙.

The off-diagonal entry 1 of the propagator is lost entirely.

## Doubling the diagonal exponent

Replace iπZ by 2πiZ. The diagonal factor becomes 𝟙, and the product becomes exp(−sN) = 𝟙 − sN. For s ≠ 0 the same commutation argument gives X = a𝟙 + bN, now with exp(a) = 1 and b = −s. The generators are therefore 2kπi 𝟙 − sN, and exactly one of them, −sN, is traceless. The obstruction above thus comes from the sign −1 on the diagonal together with the nonzero coupling.

## The Lean file

```lean
import Mathlib

open Matrix NormedSpace
open scoped Real

namespace TracelessMagnusObstruction

noncomputable section

/-- The diagonal two-level operator `Z = diag(1, -1)`. -/
def Z : Matrix (Fin 2) (Fin 2) ℂ := !![1, 0; 0, -1]

/-- The transition operator `N`, the matrix unit `E₁₂`. -/
def N : Matrix (Fin 2) (Fin 2) ℂ := !![0, 1; 0, 0]

/-- The two-step propagator `exp(iπZ) exp(-sN)` with coupling strength `s`. -/
def propagator (s : ℂ) : Matrix (Fin 2) (Fin 2) ℂ :=
  NormedSpace.exp ((π * Complex.I : ℂ) • Z) * NormedSpace.exp (-(s • N))

/-- The exponential of a diagonal 2×2 matrix is the diagonal matrix of the exponentials of its
diagonal entries. -/
theorem exp_diag (a b : ℂ) :
    NormedSpace.exp !![a, 0; 0, b] = !![Complex.exp a, 0; 0, Complex.exp b] := by
  have h : !![a, 0; 0, b] = Matrix.diagonal ![a, b] := by
    ext i j
    fin_cases i <;> fin_cases j <;> simp
  -- the exponential of a tuple acts on each component
  have hv : ∀ i, NormedSpace.exp (![a, b] : Fin 2 → ℂ) i
      = NormedSpace.exp ((![a, b] : Fin 2 → ℂ) i) := by
    intro i
    exact NormedSpace.map_exp (Pi.evalRingHom (fun _ : Fin 2 => ℂ) i)
      (continuous_apply i) _
  rw [h, Matrix.exp_diagonal]
  ext i j
  fin_cases i <;> fin_cases j <;> simp [hv, Complex.exp_eq_exp_ℂ]

/-- The exponential of the multiple `bN` of the transition operator is `1 + bN`. -/
theorem exp_nilpotent (b : ℂ) :
    NormedSpace.exp !![0, b; 0, 0] = !![1, b; 0, 1] := by
  have hsq : (!![0, b; 0, 0] : Matrix (Fin 2) (Fin 2) ℂ) ^ 2 = 0 := by
    rw [pow_two, Matrix.mul_fin_two]
    ext i j
    fin_cases i <;> fin_cases j <;> simp
  -- the exponential series stops after the linear term
  refine (congrFun (NormedSpace.exp_eq_tsum ℂ) _).trans ?_

  rw [tsum_eq_sum (s := Finset.range 2)]
  · ext i j
    fin_cases i <;> fin_cases j <;> simp [Finset.sum_range_succ]
  · intro n hn
    have h2 : 2 ≤ n := not_lt.1 fun h => hn (Finset.mem_range.2 h)
    rw [pow_eq_zero_of_le h2 hsq, smul_zero]

/-- The exponential of the upper triangular 2×2 matrix with both diagonal entries `a` and upper
right entry `b`. -/
theorem exp_jordan (a b : ℂ) :
    NormedSpace.exp !![a, b; 0, a]
      = !![Complex.exp a, Complex.exp a * b; 0, Complex.exp a] := by
  have hsplit : !![a, b; 0, a] = !![a, 0; 0, a] + !![0, b; 0, 0] := by
    ext i j
    fin_cases i <;> fin_cases j <;> simp
  have hcomm : Commute !![a, 0; 0, a] !![0, b; 0, 0] := by
    change _ * _ = _ * _
    rw [Matrix.mul_fin_two, Matrix.mul_fin_two]
    simp [mul_comm]
  rw [hsplit, Matrix.exp_add_of_commute _ _ hcomm, exp_diag, exp_nilpotent,
    Matrix.mul_fin_two]
  simp

/-- The two-step propagator in closed form. -/
theorem propagator_eq (s : ℂ) : propagator s = !![-1, s; 0, -1] := by
  have h1 : (π * Complex.I : ℂ) • Z = !![π * Complex.I, 0; 0, -(π * Complex.I)] := by
    ext i j
    fin_cases i <;> fin_cases j <;> simp [Z]
  have h2 : -(s • N) = !![0, -s; 0, 0] := by
    ext i j
    fin_cases i <;> fin_cases j <;> simp [N]
  have h3 : Complex.exp (-(π * Complex.I)) = -1 := by
    rw [Complex.exp_neg, Complex.exp_pi_mul_I]
    norm_num
  rw [propagator, h1, h2, exp_diag, exp_nilpotent, h3, Complex.exp_pi_mul_I,
    Matrix.mul_fin_two]
  simp

/-- For `s ≠ 0` the generators of the propagator are exactly the matrices
`(2k+1)πi · 1 - sN` with `k` an integer. -/
theorem generator_iff {s : ℂ} (hs : s ≠ 0) (X : Matrix (Fin 2) (Fin 2) ℂ) :
    NormedSpace.exp X = propagator s ↔
      ∃ k : ℤ, X = !![(2 * k + 1) * (π * Complex.I), -s;
                      0, (2 * k + 1) * (π * Complex.I)] := by
  constructor
  · intro hX
    -- a generator commutes with the propagator it generates
    have hc : X * NormedSpace.exp X = NormedSpace.exp X * X :=
      (Commute.refl X).exp_right.eq
    rw [hX, propagator_eq] at hc
    have h10 : X 1 0 = 0 := by
      have h := congrFun (congrFun hc 0) 0
      simpa [Matrix.mul_apply, Fin.sum_univ_two, hs] using h
    have h11 : X 0 0 = X 1 1 := by
      have h := congrFun (congrFun hc 0) 1
      simp [Matrix.mul_apply, Fin.sum_univ_two] at h
      exact mul_left_cancel₀ hs (by linear_combination h)
    have hform : X = !![X 0 0, X 0 1; 0, X 0 0] := by
      ext i j
      fin_cases i <;> fin_cases j <;> simp [h10, h11]
    -- compare the exponential of this triangular matrix with the propagator
    have key := exp_jordan (X 0 0) (X 0 1)
    rw [← hform, hX, propagator_eq] at key
    have e0 : Complex.exp (X 0 0) = -1 := by
      simpa using (congrFun (congrFun key 0) 0).symm
    have e1 : Complex.exp (X 0 0) * X 0 1 = s := by
      simpa using (congrFun (congrFun key 0) 1).symm
    rw [e0] at e1
    rw [← Complex.exp_pi_mul_I] at e0
    obtain ⟨k, hk⟩ := Complex.exp_eq_exp_iff_exists_int.1 e0
    have ha : X 0 0 = (2 * k + 1) * (π * Complex.I) := by linear_combination hk
    have hb : X 0 1 = -s := by linear_combination -e1
    refine ⟨k, ?_⟩
    rw [hform, ha, hb]
  · rintro ⟨k, rfl⟩
    have he : Complex.exp ((2 * k + 1) * (π * Complex.I)) = -1 := by
      rw [← Complex.exp_pi_mul_I]
      exact Complex.exp_eq_exp_iff_exists_int.2 ⟨k, by ring⟩
    rw [exp_jordan, propagator_eq, he]
    simp

/-- The two-step propagator `exp(iπZ) exp(-sN)` has a traceless generator if and only if `s = 0`. -/
theorem traceless_generator_iff (s : ℂ) :
    (∃ X : Matrix (Fin 2) (Fin 2) ℂ, X.trace = 0 ∧ NormedSpace.exp X = propagator s)
      ↔ s = 0 := by
  constructor
  · rintro ⟨X, ht, hX⟩
    by_contra hs
    obtain ⟨k, rfl⟩ := (generator_iff hs X).1 hX
    have ht' : (2 * (k : ℂ) + 1) * (π * Complex.I)
        + (2 * (k : ℂ) + 1) * (π * Complex.I) = 0 := by
      rw [Matrix.trace_fin_two] at ht
      exact ht
    have hpi : (π : ℂ) * Complex.I ≠ 0 :=
      mul_ne_zero (by exact_mod_cast Real.pi_ne_zero) Complex.I_ne_zero
    -- a vanishing trace would make an odd integer zero
    have h : 2 * (k : ℂ) + 1 = 0 := by
      apply mul_right_cancel₀ hpi
      linear_combination ht' / 2
    have hk : 2 * k + 1 = 0 := by exact_mod_cast h
    omega
  · rintro rfl
    refine ⟨(π * Complex.I : ℂ) • Z, ?_, ?_⟩
    · simp [Z, Matrix.trace_fin_two]
    · simp [propagator, NormedSpace.exp_zero]

/-- The propagator `exp(iπZ) exp(-N)` equals `[[-1, 1], [0, -1]]`, and it is not the
exponential of any traceless complex two-level matrix. -/
theorem no_traceless_magnus_generator :
    NormedSpace.exp ((π * Complex.I : ℂ) • Z) * NormedSpace.exp (-N) = !![-1, 1; 0, -1] ∧
      ∀ X : Matrix (Fin 2) (Fin 2) ℂ, X.trace = 0 →
        NormedSpace.exp X ≠
          NormedSpace.exp ((π * Complex.I : ℂ) • Z) * NormedSpace.exp (-N) := by
  have h : NormedSpace.exp ((π * Complex.I : ℂ) • Z) * NormedSpace.exp (-N)
      = propagator 1 := by
    rw [propagator, one_smul]
  rw [h]
  exact ⟨propagator_eq 1, fun X ht hX =>
    one_ne_zero ((traceless_generator_iff 1).1 ⟨X, ht, hX⟩)⟩

end

end TracelessMagnusObstruction
```

```lean
#print axioms TracelessMagnusObstruction.no_traceless_magnus_generator
```

```
'TracelessMagnusObstruction.no_traceless_magnus_generator' depends on axioms: [propext, Classical.choice, Quot.sound]
```

## Reading the statements

The type `Matrix (Fin 2) (Fin 2) ℂ` is the space of complex 2×2 matrices, with indices 0 and 1. `NormedSpace.exp` is the exponential defined by the power series, and `•` multiplies a matrix by a number. The definition `propagator s` is U(s), with the factors in the order used above. Time and ħ are absorbed into the exponents.

`propagator_eq` gives the closed form for every complex `s`. `generator_iff` assumes `hs : s ≠ 0`, which physically means that the one-way coupling is switched on. It says that an arbitrary matrix `X` exponentiates to the propagator exactly when some integer `k` puts it in the displayed form.

`traceless_generator_iff` has no hypothesis on `s`. Its left side says that there is a matrix with `X.trace = 0` whose exponential is the propagator; its right side is `s = 0`. The last theorem, `no_traceless_magnus_generator`, writes the product for s = 1 in full and joins two statements: the value of the product, and the fact that no traceless `X` generates it. No Hermiticity or reality condition is placed on `X`, so the exclusion covers all complex traceless matrices.

The differential equation and the Magnus series are not defined in the file; they provide the physical reading of a theorem about matrix exponentials. The result concerns this one family of 2×2 propagators and says nothing about larger systems.

## How the proof runs

`exp_diag` rewrites the matrix as a `Matrix.diagonal` and applies Mathlib's formula for its exponential. That formula involves the exponential of a tuple, and the step `hv` identifies it with the exponential of each component.

`exp_nilpotent` first shows that the square of the matrix vanishes. It then writes the exponential as an infinite sum, and `tsum_eq_sum` reduces this to the terms of order 0 and 1, since every higher power contains the vanishing square.

`exp_jordan` is the formula for exp(a𝟙 + bN). It splits the matrix into its diagonal and off-diagonal parts, proves that they commute, and uses `Matrix.exp_add_of_commute` to turn the exponential of the sum into a product. The two previous lemmas evaluate the factors. `propagator_eq` uses the same two lemmas, together with exp(±iπ) = −1.

In the forward direction of `generator_iff`, `hc` states that `X` commutes with its exponential, which is then replaced by the explicit propagator. The (0, 0) entry of this equation gives `h10`, that is x₁₀ = 0. The (0, 1) entry gives `h11`, that is x₀₀ = x₁₁, after cancelling the nonzero factor `s`. `hform` collects these facts into the form a𝟙 + bN.

The equation `key` compares the exponential of that form with the propagator, and its entries `e0` and `e1` are the two equations for a and b. To solve exp(a) = −1, the proof writes −1 as exp(πi) and uses `Complex.exp_eq_exp_iff_exists_int`, which says that two complex numbers have equal exponentials exactly when they differ by an integer multiple of 2πi. This supplies `k`. The reverse direction substitutes the proposed matrix into `exp_jordan`.

For `traceless_generator_iff`, a traceless generator with s ≠ 0 would have the form just found. Its trace equation, divided by 2πi, becomes 2k + 1 = 0. The proof transfers this from the complex numbers to the integers, where `omega` rejects it. For s = 0 it supplies iπZ as the generator. The final theorem identifies the written product with `propagator 1` and uses 1 ≠ 0.
